# Bounded generators of contractive evolution are exactly the dissipative ones

An effective Hamiltonian whose eigenstates all decay can still drive the norm of some other state above its initial value for a while. If that state starts out normalised, the survival probability read off from its squared norm then exceeds one, although the spectrum gave no warning. The problems below find the condition on the generator that excludes such growth at all times $t\ge 0$.

The state space $E$ is a complex Hilbert space, $A$ is a bounded, time-independent operator on it, and $\psi(t)=e^{tA}v$ is the state evolved from $v$. Evolution is called contractive if $\|\psi(t)\|\le\|v\|$ for every $v$ and every $t\ge0$, so norm-conserving evolution counts. The inner product is conjugate-linear in its first slot, and $\hbar=1$.

For decaying states and absorbing potentials, the results apply directly to a finite matrix in an orthonormal basis. The unbounded kinetic energy of continuous space is not treated here.

```lean
import Mathlib

open scoped ComplexOrder Matrix

namespace ContractivePropagators

noncomputable section

variable {E : Type*} [NormedAddCommGroup E] [InnerProductSpace ℂ E] [CompleteSpace E]
```

The propagator $e^{tA}$ is `evolve A t`, with the real time $t$ read as a complex scalar.

```lean
/-- The propagator `exp(tA)` generated by a bounded operator `A` on a Hilbert space. -/
def evolve (A : E →L[ℂ] E) (t : ℝ) : E →L[ℂ] E :=
  NormedSpace.exp ((t : ℂ) • A)
```

A generator is dissipative if the real part of its expectation value is never positive.

```lean
/-- A generator is dissipative if `Re ⟨v, A v⟩ ≤ 0` for every vector `v`. -/
def IsDissipative (A : E →L[ℂ] E) : Prop :=
  ∀ v : E, (inner ℂ v (A v)).re ≤ 0
```

## (a) The equation of motion

Show that the evolved state satisfies
$$\frac{d\psi}{dt}=A\psi .$$

**Solution.** The series $e^{tA}=\sum_{k\ge0}t^kA^k/k!$ and its termwise derivative converge in operator norm, uniformly on bounded time intervals. Hence
$$\frac{d}{dt}e^{tA}=\sum_{k\ge1}\frac{t^{k-1}A^k}{(k-1)!}=A\,e^{tA}.$$
Applying both sides to $v$ gives the claim. In Lean, a library lemma supplies this derivative for complex time, `clm_apply` applies it to $v$, and `HasDerivAt.scomp` restricts it to real time.

```lean
/-- The evolved state `ψ(t) = exp(tA) v` solves the evolution equation `dψ/dt = A ψ`. -/
theorem hasDerivAt_evolve (A : E →L[ℂ] E) (v : E) (t : ℝ) :
    HasDerivAt (fun s : ℝ => evolve A s v) (A (evolve A t v)) t := by
  have h1 := hasDerivAt_exp_smul_const' (𝕂 := ℂ) A (t : ℂ)
  have h2 := h1.clm_apply (hasDerivAt_const (t : ℂ) v)
  have h3 : HasDerivAt (fun s : ℝ => (s : ℂ)) 1 t := by
    simpa using (hasDerivAt_id t).ofReal_comp
  -- restrict the complex derivative to real times
  have h4 : HasDerivAt (fun s : ℝ => evolve A s v) _ t := HasDerivAt.scomp t h2 h3
  exact h4.congr_deriv (by simp [evolve])
```

## (b) The norm balance

Find the rate of change of the squared norm:
$$\frac{d}{dt}\|\psi\|^2=2\,\mathrm{Re}\langle\psi,A\psi\rangle .$$

**Solution.** By the product rule and (a),
$$\frac{d}{dt}\langle\psi,\psi\rangle=\langle A\psi,\psi\rangle+\langle\psi,A\psi\rangle .$$
The two terms are complex conjugates, so their sum is twice the real part of either. The Lean proof differentiates the real part of the inner product, and `hs` identifies the two real parts.

```lean
/-- Norm balance: the squared norm of `ψ(t) = exp(tA) v` changes at the rate
`2 Re ⟨ψ, A ψ⟩`. -/
theorem hasDerivAt_norm_sq (A : E →L[ℂ] E) (v : E) (t : ℝ) :
    HasDerivAt (fun s : ℝ => ‖evolve A s v‖ ^ 2)
      (2 * (inner ℂ (evolve A t v) (A (evolve A t v))).re) t := by
  have h := hasDerivAt_evolve A v t
  have h2 := Complex.reCLM.hasFDerivAt.comp_hasDerivAt t (HasDerivAt.inner ℂ h h)
  have e : (fun s : ℝ => ‖evolve A s v‖ ^ 2) =
      fun s : ℝ => (inner ℂ (evolve A s v) (evolve A s v)).re := by
    funext s
    exact (inner_self_eq_norm_sq (𝕜 := ℂ) _).symm
  rw [e]
  have h3 : HasDerivAt
      (fun s : ℝ => (inner ℂ (evolve A s v) (evolve A s v)).re) _ t := h2
  refine h3.congr_deriv ?_
  have hs : (inner ℂ (A (evolve A t v)) (evolve A t v)).re =
      (inner ℂ (evolve A t v) (A (evolve A t v))).re := inner_re_symm (𝕜 := ℂ) _ _
  simp only [Complex.reCLM_apply, Complex.add_re, hs]
  ring
```

## (c) Dissipativity as an operator inequality

Show that
$$-(A+A^\dagger)\ge0\iff \mathrm{Re}\langle x,Ax\rangle\le0\ \text{ for all }x .$$

**Solution.** Moving $A^\dagger$ to the other slot gives
$$\langle x,-(A+A^\dagger)x\rangle=-\langle x,Ax\rangle-\langle Ax,x\rangle=-2\,\mathrm{Re}\langle x,Ax\rangle .$$
On a complex Hilbert space, an operator is positive exactly when all its expectation values are real and nonnegative. These are real, and their sign is the one claimed.

`IsPositive` means positive semidefinite, with zero allowed. The step `key` is the displayed identity, with the operator in the first slot.

```lean
/-- The operator `-(A + A†)` is positive exactly when `A` is dissipative. -/
theorem isPositive_iff_isDissipative (A : E →L[ℂ] E) :
    (-(A + ContinuousLinearMap.adjoint A)).IsPositive ↔ IsDissipative A := by
  -- the expectation value of `-(A + A†)` is `-2 Re ⟨x, A x⟩`
  have key : ∀ x : E, inner ℂ ((-(A + ContinuousLinearMap.adjoint A)) x) x =
      ((-(2 * (inner ℂ x (A x)).re) : ℝ) : ℂ) := by
    intro x
    have h1 : inner ℂ (A x) x = (starRingEnd ℂ) (inner ℂ x (A x)) :=
      (inner_conj_symm _ _).symm
    simp only [neg_apply, add_apply, inner_neg_left,
      inner_add_left, ContinuousLinearMap.adjoint_inner_left, h1]
    rw [Complex.ofReal_neg, ← Complex.add_conj]
    ring
  rw [ContinuousLinearMap.isPositive_iff_complex]
  constructor
  · intro h x
    have h2 := (h x).2
    rw [key x] at h2
    change 0 ≤ -(2 * (inner ℂ x (A x)).re) at h2
    linarith
  · intro h x
    rw [key x]
    refine ⟨rfl, ?_⟩
    have h2 : (inner ℂ x (A x)).re ≤ 0 := h x
    change 0 ≤ -(2 * (inner ℂ x (A x)).re)
    linarith
```

## (d) The criterion for contraction

Prove that
$$\|e^{tA}v\|\le\|v\|\ \text{ for all }t\ge0,\ v\iff-(A+A^\dagger)\ge0 .$$

**Solution.** By (c), the right side may be replaced by dissipativity.

Suppose the evolution is contractive. For $t>0$,
$$\frac{\|\psi(t)\|^2-\|v\|^2}{t}\le0 .$$
As $t\to0^+$, the left side tends to $2\,\mathrm{Re}\langle v,Av\rangle$ by (b), so this limit is also at most zero.

Conversely, if $A$ is dissipative, (b) gives $\|\psi\|^2$ a nonpositive derivative. It therefore never increases, and $\|\psi(t)\|^2\le\|\psi(0)\|^2=\|v\|^2$. Taking square roots finishes the proof.

The limit is `le_of_tendsto` in Lean, and the monotonicity is `antitone_of_deriv_nonpos`.

```lean
/-- The evolution generated by a bounded operator `A` never lengthens a vector at times
`t ≥ 0` if and only if `-(A + A†)` is positive. -/
theorem contractive_iff (A : E →L[ℂ] E) :
    (∀ t : ℝ, 0 ≤ t → ∀ v : E, ‖evolve A t v‖ ≤ ‖v‖) ↔
      (-(A + ContinuousLinearMap.adjoint A)).IsPositive := by
  rw [isPositive_iff_isDissipative]
  have h0 : ∀ v : E, evolve A 0 v = v := fun v => by simp [evolve, NormedSpace.exp_zero]
  constructor
  · intro h v
    -- the right-hand difference quotients of the squared norm at time zero are nonpositive
    have hd := (hasDerivAt_norm_sq A v 0).hasDerivWithinAt (s := Set.Ioi 0)
    rw [hasDerivWithinAt_iff_tendsto_slope' (by simp)] at hd
    have hle : 2 * (inner ℂ (evolve A 0 v) (A (evolve A 0 v))).re ≤ 0 := by
      refine le_of_tendsto hd ?_
      filter_upwards [self_mem_nhdsWithin] with t ht
      have ht' : (0 : ℝ) < t := ht
      rw [slope_def_field]
      refine div_nonpos_of_nonpos_of_nonneg ?_ (by linarith)
      have h2 := pow_le_pow_left₀ (norm_nonneg _) (h t ht'.le v) 2
      rw [h0]
      linarith
    rw [h0] at hle
    linarith
  · intro h t ht v
    -- the squared norm has a nonpositive derivative, so it never increases
    have hanti : Antitone (fun s : ℝ => ‖evolve A s v‖ ^ 2) := by
      refine antitone_of_deriv_nonpos
        (fun s => (hasDerivAt_norm_sq A v s).differentiableAt) (fun s => ?_)
      rw [(hasDerivAt_norm_sq A v s).deriv]
      have h2 : (inner ℂ (evolve A s v) (A (evolve A s v))).re ≤ 0 := h _
      linarith
    have h3 : ‖evolve A t v‖ ^ 2 ≤ ‖evolve A 0 v‖ ^ 2 := hanti ht
    rw [h0] at h3
    exact (sq_le_sq₀ (norm_nonneg _) (norm_nonneg _)).1 h3
```

## (e) An effective Hamiltonian with decay

Let $H$ and $\Gamma$ be bounded and self-adjoint. $H$ stands for the energy and $\Gamma$ for the decay rates. Show that
$$e^{-it(H-i\Gamma/2)}\ \text{is contractive for }t\ge0\iff\Gamma\ge0 .$$

**Solution.** The generator and its adjoint are
$$A=-iH-\tfrac12\Gamma,\qquad A^\dagger=iH-\tfrac12\Gamma .$$
The energy part cancels in the sum, which leaves $-(A+A^\dagger)=\Gamma$, and (d) applies. The step `e` is this cancellation.

```lean
/-- For self-adjoint bounded `H` and `Γ`, the evolution under the effective Hamiltonian
`H - iΓ/2` is contractive for `t ≥ 0` if and only if `Γ` is positive. -/
theorem effectiveHamiltonian_contractive_iff (H Γ : E →L[ℂ] E)
    (hH : IsSelfAdjoint H) (hΓ : IsSelfAdjoint Γ) :
    (∀ t : ℝ, 0 ≤ t → ∀ v : E,
      ‖evolve ((-Complex.I) • (H - (Complex.I / 2) • Γ)) t v‖ ≤ ‖v‖) ↔ Γ.IsPositive := by
  rw [contractive_iff]
  have s1 : star (-Complex.I) = Complex.I := by simp
  have s2 : star (Complex.I / 2) = -(Complex.I / 2) := by
    apply Complex.ext <;> simp
    norm_num
  have hI : (Complex.I * Complex.I) • Γ = (-1 : ℂ) • Γ := by rw [Complex.I_mul_I]
  -- the Hermitian part `H` cancels and only `Γ` is left
  have e : -((-Complex.I) • (H - (Complex.I / 2) • Γ) +
      ContinuousLinearMap.adjoint ((-Complex.I) • (H - (Complex.I / 2) • Γ))) = Γ := by
    rw [← ContinuousLinearMap.star_eq_adjoint, star_smul, star_sub, star_smul,
      hH.star_eq, hΓ.star_eq, s1, s2]
    linear_combination (norm := module) (-1 : ℂ) • hI
  rw [e]
```

## (f) From matrices to operators

Let $T_M$ be the operator on Euclidean space given by a complex square matrix $M$. Show that
$$e^{tT_M}=T_{e^{tM}} .$$

**Solution.** The map $M\mapsto T_M$ is linear and respects products, so it carries each partial sum of the series for $e^{tM}$ to the corresponding sum for $e^{tT_M}$. It is continuous because the matrix space is finite-dimensional, so the limits agree too.

In Lean, $T_M$ is `Matrix.toEuclideanCLM` applied to `M`. The step `hc` is the continuity, and `NormedSpace.map_exp` then carries the exponential across. That lemma is stated for normed rings, so the proof places an auxiliary norm on matrices, which does not enter the theorem.

```lean
variable {n : Type*} [Fintype n] [DecidableEq n]

/-- The propagator of a matrix, seen as an operator on Euclidean space, is given by the
matrix exponential. -/
theorem evolve_toEuclideanCLM (M : Matrix n n ℂ) (t : ℝ) :
    evolve (Matrix.toEuclideanCLM (n := n) (𝕜 := ℂ) M) t =
      Matrix.toEuclideanCLM (n := n) (𝕜 := ℂ) (NormedSpace.exp ((t : ℂ) • M)) := by
  let : NormedRing (Matrix n n ℂ) := Matrix.linftyOpNormedRing
  let : NormedAlgebra ℂ (Matrix n n ℂ) := Matrix.linftyOpNormedAlgebra
  let : NormedAlgebra ℚ (Matrix n n ℂ) := Matrix.linftyOpNormedAlgebra
  let L : Matrix n n ℂ →ₗ[ℂ] (EuclideanSpace ℂ n →L[ℂ] EuclideanSpace ℂ n) :=
    { toFun := fun N => Matrix.toEuclideanCLM (n := n) (𝕜 := ℂ) N
      map_add' := fun N P => map_add _ N P
      map_smul' := fun c N => map_smul _ c N }
  have hc : Continuous (Matrix.toEuclideanCLM (n := n) (𝕜 := ℂ)) :=
    L.continuous_of_finiteDimensional
  rw [evolve, ← map_smul]
  exact (NormedSpace.map_exp (Matrix.toEuclideanCLM (n := n) (𝕜 := ℂ)) hc _).symm
```

## (g) The matrix criterion

With the Euclidean norm and the conjugate transpose $M^*$, show that
$$\|e^{tM}v\|_2\le\|v\|_2\ \text{ for all }t\ge0,\ v\iff-(M+M^*)\ \text{is positive semidefinite}.$$

**Solution.** Since $T_{M^*}=T_M^\dagger$, we have $-(T_M+T_M^\dagger)=T_{-(M+M^*)}$, which is `hT`. This operator is positive exactly when its matrix is positive semidefinite, which is `hpos`. Parts (d) and (f) give the rest.

For a $1\times1$ matrix $a$, the condition reads $\mathrm{Re}\,a\le0$, in agreement with $|e^{ta}|=e^{t\,\mathrm{Re}\,a}$.

The wrapper `WithLp.toLp 2` is easily forgotten. Without it, Lean measures a vector of type `n → ℂ` by its largest entry in modulus, and for that norm the equivalence fails for some matrices of every size from two upwards.

```lean
/-- For a complex square matrix `M`, `exp(tM)` never increases the Euclidean norm of a
vector at times `t ≥ 0` if and only if `-(M + M*)` is positive semidefinite. -/
theorem matrix_contractive_iff (M : Matrix n n ℂ) :
    (∀ t : ℝ, 0 ≤ t → ∀ v : n → ℂ,
      ‖WithLp.toLp 2 (NormedSpace.exp ((t : ℂ) • M) *ᵥ v)‖ ≤ ‖WithLp.toLp 2 v‖) ↔
      (-(M + Mᴴ)).PosSemidef := by
  have hT : -(Matrix.toEuclideanCLM (n := n) (𝕜 := ℂ) M +
      ContinuousLinearMap.adjoint (Matrix.toEuclideanCLM (n := n) (𝕜 := ℂ) M)) =
      Matrix.toEuclideanCLM (n := n) (𝕜 := ℂ) (-(M + Mᴴ)) := by
    rw [map_neg, map_add, ← Matrix.star_eq_conjTranspose, map_star,
      ContinuousLinearMap.star_eq_adjoint]
  have hpos : (Matrix.toEuclideanCLM (n := n) (𝕜 := ℂ) (-(M + Mᴴ))).IsPositive ↔
      (-(M + Mᴴ)).PosSemidef :=
    (ContinuousLinearMap.isPositive_toLinearMap_iff _).symm.trans
      Matrix.isPositive_toEuclideanLin_iff
  rw [← hpos, ← hT, ← contractive_iff]
  constructor
  · intro h t ht v
    rw [evolve_toEuclideanCLM]
    exact h t ht v.ofLp
  · intro h t ht v
    have h2 := h t ht (WithLp.toLp 2 v)
    rw [evolve_toEuclideanCLM] at h2
    exact h2
```

## (h) Growth despite a decaying spectrum

Take the matrix
$$B=\begin{pmatrix}-1&4\\0&-1\end{pmatrix},$$
with amplitude decay rate 1 and a one-way coupling.

```lean
/-- A non-normal two-level generator with decay rate 1 and one-way coupling 4. -/
def shearedDecay : Matrix (Fin 2) (Fin 2) ℂ := !![-1, 4; 0, -1]
```

Show that
$$(B+1)^2=0,\qquad \|e^{tB}v\|_2>\|v\|_2\ \text{ for some }t\ge0\text{ and }v .$$

**Solution.** The only nonzero entry of $B+1$ is the 4 in the upper right corner, so its square vanishes and $-1$ is the only eigenvalue of $B$. Moreover,
$$-(B+B^*)=\begin{pmatrix}2&-4\\-4&2\end{pmatrix}.$$
In the normalised vector $(1,1)/\sqrt2$ its expectation value is $-2$; the code uses $(1,1)$ and finds $-4$. The matrix is not positive semidefinite, so by (g) some vector must grow.

The test vector $v=(1,1)/\sqrt2$ is itself such a vector: by (b), its squared norm starts to grow at the rate 2. From $e^{tB}=e^{-t}\bigl(1+t(B+1)\bigr)$, its norm at $t=\tfrac12$ is $\sqrt5\,e^{-1/2}\approx1.36$. With the squared norm read as a survival probability, $B$ is therefore not an admissible model of decay.

```lean
/-- The sheared decay matrix `B` satisfies `(B + 1)² = 0`, and yet `exp(tB)` lengthens some
vector at some time `t ≥ 0`. -/
theorem shearedDecay_not_contractive :
    (shearedDecay + 1) ^ 2 = 0 ∧ ∃ t : ℝ, 0 ≤ t ∧ ∃ v : Fin 2 → ℂ,
      ‖WithLp.toLp 2 v‖ < ‖WithLp.toLp 2 (NormedSpace.exp ((t : ℂ) • shearedDecay) *ᵥ v)‖ := by
  constructor
  · have hB : shearedDecay + 1 = !![0, 4; 0, 0] := by
      rw [shearedDecay, Matrix.one_fin_two]
      ext i j
      fin_cases i <;> fin_cases j <;> simp
    rw [hB, pow_two]
    ext i j
    fin_cases i <;> fin_cases j <;> simp [Matrix.mul_apply, Fin.sum_univ_two]
  · by_contra hcon
    have hp := (matrix_contractive_iff shearedDecay).1 (fun t ht v =>
      le_of_not_gt (fun hlt => hcon ⟨t, ht, v, hlt⟩))
    -- test positivity on the vector (1, 1)
    have h := hp.dotProduct_mulVec_nonneg ![1, 1]
    have e : star ![(1 : ℂ), 1] ⬝ᵥ (-(shearedDecay + shearedDecayᴴ)) *ᵥ ![1, 1] = -4 := by
      simp [shearedDecay, dotProduct, Matrix.mulVec, Fin.sum_univ_two,
        Matrix.conjTranspose_apply]
      norm_num
      exact map_ofNat (starRingEnd ℂ) 4
    rw [e] at h
    have h2 := (Complex.le_def.1 h).1
    norm_num at h2

end

end ContractivePropagators
```

```lean
#print axioms ContractivePropagators.effectiveHamiltonian_contractive_iff
#print axioms ContractivePropagators.shearedDecay_not_contractive
```

```
'ContractivePropagators.effectiveHamiltonian_contractive_iff' depends on axioms: [propext, Classical.choice, Quot.sound]
'ContractivePropagators.shearedDecay_not_contractive' depends on axioms: [propext, Classical.choice, Quot.sound]
```
